# Odd bound states of a square well on [−a, a] have inner phase Ka between nπ + π/2 and nπ + π

A particle in one dimension sits in a finite square well of depth V0 that extends from −a to a, in units where ħ²/2m = 1. A bound state has wavenumber K inside the well and decay constant γ outside, both positive, with K² + γ² = V0. For an odd state, matching at the edge a gives K cos(Ka) + γ sin(Ka) = 0. The theorem `odd_window` states that Ka then lies strictly between nπ + π/2 and nπ + π for some natural number n.

The proof first shows that Ka is at least π/2, then takes the integer part of (Ka − π/2)/π and records the two inequalities that define it. Finally it rewrites the odd condition as the even one with the phase reduced by nπ + π/2, and applies `shifted_window`, which puts the reduced phase between 0 and π/2.

As first written in Lean, the proof fails:

```lean
import Mathlib

open Real

namespace SquareWellLevels

/-- The inner wavenumber `K` and outer decay constant `γ` are positive and satisfy `K² + γ² = V0`,
in units with `ħ²/2m = 1`. -/
def OnShell (V0 K γ : ℝ) : Prop := 0 < K ∧ 0 < γ ∧ K ^ 2 + γ ^ 2 = V0

/-- Matching condition at the well edge `a` for an odd state. -/
def OddCondition (a K γ : ℝ) : Prop := K * cos (K * a) + γ * sin (K * a) = 0

/-- The even matching condition with the inner phase `K a` reduced by `c`. -/
def ShiftedCondition (a c K γ : ℝ) : Prop :=
  K * sin (K * a - c) = γ * cos (K * a - c)

/-- The odd condition is the even one with the inner phase reduced by `n π + π/2`. -/
theorem odd_iff_shifted (a : ℝ) (n : ℕ) (K γ : ℝ) :
    OddCondition a K γ ↔ ShiftedCondition a (n * π + π / 2) K γ := by
  unfold OddCondition ShiftedCondition
  rw [show K * a - (n * π + π / 2) = (K * a - π / 2) - n * π by ring,
    Real.sin_sub_nat_mul_pi, Real.cos_sub_nat_mul_pi,
    Real.sin_sub_pi_div_two, Real.cos_sub_pi_div_two]
  have e : (-1 : ℝ) ^ n * (-1) ^ n = 1 := by rw [← mul_pow]; norm_num
  constructor
  · intro h
    linear_combination -(-1 : ℝ) ^ n * h
  · intro h
    linear_combination -(-1 : ℝ) ^ n * h - (K * cos (K * a) + γ * sin (K * a)) * e

/-- A solution of the shifted condition with `K, γ > 0` and reduced phase in `[0, π)` has that phase
in `(0, π/2)`. -/
theorem shifted_window {a c K γ : ℝ} (hK : 0 < K) (hγ : 0 < γ)
    (h : ShiftedCondition a c K γ) (h1 : c ≤ K * a) (h2 : K * a < c + π) :
    K * a ∈ Set.Ioo c (c + π / 2) := by
  unfold ShiftedCondition at h
  constructor
  · refine lt_of_le_of_ne h1 fun he => ?_
    rw [← he, sub_self, Real.sin_zero, Real.cos_zero] at h
    linarith
  · by_contra hn
    have hn' := not_lt.1 hn
    have hs : 0 < sin (K * a - c) :=
      Real.sin_pos_of_pos_of_lt_pi (by linarith [Real.pi_pos]) (by linarith)
    have hc : cos (K * a - c) ≤ 0 :=
      Real.cos_nonpos_of_pi_div_two_le_of_le (by linarith) (by linarith [Real.pi_pos])
    nlinarith [mul_pos hK hs, mul_nonneg hγ.le (neg_nonneg.2 hc)]

/-- Every odd level has `K a` between `n π + π/2` and `n π + π` for some natural `n`. -/
theorem odd_window {a V0 K γ : ℝ} (ha : 0 < a) (hs : OnShell V0 K γ)
    (h : OddCondition a K γ) :
    ∃ n : ℕ, K * a ∈ Set.Ioo (n * π + π / 2) (n * π + π / 2 + π / 2) := by
  obtain ⟨hK, hγ, _⟩ := hs
  have hKa : 0 < K * a := mul_pos hK ha
  -- below π/2 both terms of the odd condition are positive
  have hge : π / 2 ≤ K * a := by
    by_contra hn
    have hn' := not_le.1 hn
    have hsin := Real.sin_pos_of_pos_of_lt_pi hKa (by linarith [Real.pi_pos])
    have hcos := Real.cos_pos_of_mem_Ioo ⟨by linarith [Real.pi_pos], hn'⟩
    unfold OddCondition at h
    linarith [mul_pos hK hcos, mul_pos hγ hsin]
  have h0 : 0 ≤ (K * a - π / 2) / π := div_nonneg (by linarith) Real.pi_pos.le
  have h1 := (le_div_iff₀ Real.pi_pos).1 (Nat.floor_le h0)
  have h2 := (div_lt_iff₀ Real.pi_pos).1 (Nat.lt_floor_add_one ((K * a - π / 2) / π))
  exact ⟨_, shifted_window hK hγ ((odd_iff_shifted a _ K γ).1 h) (by linarith) (by linarith)⟩

end SquareWellLevels
```

The compiler's answer:

```
Main.lean:67:69: error: linarith failed to find a contradiction
a V0 K γ : ℝ
ha : 0 < a
h : OddCondition a K γ
hK : 0 < K
hγ : 0 < γ
right✝ : K ^ 2 + γ ^ 2 = V0
hKa : 0 < K * a
hge : π / 2 ≤ K * a
h0 : 0 ≤ (K * a - π / 2) / π
h1 : ↑⌊(K * a - π / 2) / π⌋₊ * π ≤ K * a - π / 2
h2 : K * a - π / 2 < (↑⌊(K * a - π / 2) / π⌋₊ + 1) * π
a✝ : K * a < ↑?m.313 * π + π / 2
⊢ False
failed
Main.lean:67:83: error: linarith failed to find a contradiction
a V0 K γ : ℝ
ha : 0 < a
h : OddCondition a K γ
hK : 0 < K
hγ : 0 < γ
right✝ : K ^ 2 + γ ^ 2 = V0
hKa : 0 < K * a
hge : π / 2 ≤ K * a
h0 : 0 ≤ (K * a - π / 2) / π
h1 : ↑⌊(K * a - π / 2) / π⌋₊ * π ≤ K * a - π / 2
h2 : K * a - π / 2 < (↑⌊(K * a - π / 2) / π⌋₊ + 1) * π
a✝ : ↑?m.313 * π + π / 2 + π ≤ K * a
⊢ False
failed
Main.lean:53:72: error: unsolved goals
a V0 K γ : ℝ
ha : 0 < a
h : OddCondition a K γ
hK : 0 < K
hγ : 0 < γ
right✝ : K ^ 2 + γ ^ 2 = V0
hKa : 0 < K * a
hge : π / 2 ≤ K * a
h0 : 0 ≤ (K * a - π / 2) / π
h1 : ↑⌊(K * a - π / 2) / π⌋₊ * π ≤ K * a - π / 2
h2 : K * a - π / 2 < (↑⌊(K * a - π / 2) / π⌋₊ + 1) * π
⊢ ∃ n, K * a ∈ Set.Ioo (↑n * π + π / 2) (↑n * π + π / 2 + π / 2)
Error in Linarith.normalizeDenominatorsLHS: Expr.rewrite may not produce subgoals.
Error in Linarith.normalizeDenominatorsLHS: Expr.rewrite may not produce subgoals.
```

Diagnosis. The proof never says which n it means. The last line gives the witness as `_`, and nothing there determines it, so it is still the unknown `?m.313` when `linarith` has to prove the two bounds on Ka. The hypotheses `h1` and `h2` are about the floor of (Ka − π/2)/π, but `linarith` does not work out that the unknown should be that floor, and so finds no contradiction. The "unsolved goals" error is the theorem's own goal, left open because this last step failed.

The `normalizeDenominatorsLHS` lines have the same origin. Before its search, `linarith` clears denominators such as the 2 in π/2 by rewriting the inequality. Here the inequality contains the unknown n, which the rewrite counts as a leftover subgoal, and this step does not allow subgoals.

The repair writes `⌊(K * a - π / 2) / π⌋₊` as the witness, and gives the same number to `odd_iff_shifted`. No unknown is left in the inequalities, so the denominators can be cleared. The lower bound then follows from `h1` and the upper bound from `h2` by linear arithmetic. Breaking the line is only tidying.

After these edits no error is left:

```diff
@@ -65,5 +65,6 @@
   have h1 := (le_div_iff₀ Real.pi_pos).1 (Nat.floor_le h0)
   have h2 := (div_lt_iff₀ Real.pi_pos).1 (Nat.lt_floor_add_one ((K * a - π / 2) / π))
-  exact ⟨_, shifted_window hK hγ ((odd_iff_shifted a _ K γ).1 h) (by linarith) (by linarith)⟩
+  exact ⟨⌊(K * a - π / 2) / π⌋₊, shifted_window hK hγ
+    ((odd_iff_shifted a ⌊(K * a - π / 2) / π⌋₊ K γ).1 h) (by linarith) (by linarith)⟩
 
 end SquareWellLevels
```
